# In uniform mean-field theory, the magnetization of the one-dimensional contact gas jumps at $g=\pi^2 n/2$

Spin-½ fermions on a line repel each other only on contact. By the Pauli principle, two particles of equal spin never meet, so polarizing the gas removes the repulsion. It also forces all particles into one Fermi sea, which costs kinetic energy. At what coupling does polarization pay, and does it set in gradually?

Here, in units $\hbar=m=1$ and at total density $n$, the question is answered within Hartree–Fock theory restricted to uniform states with spins up or down along one fixed axis. The step from this model to a real gas is the assumption that such a state describes it. For an even number of particles between hard walls, at finite repulsion, the exact ground state is a spin singlet, a known fact used nowhere below, so the jump belongs to the approximation.

```lean
import Mathlib

open Real Filter Topology

namespace ContactGas

noncomputable section
```

## Energy of two Fermi seas in contact

Let $a$ and $b$ be the densities of up and down spins, in units $\hbar=m=1$. Plane waves have density $1/2\pi$ per unit length and wave number, so a sea $|k|\le k_F$ holds $a=k_F/\pi$ particles per length, and $k_F=\pi a$. Its kinetic energy density is

$$t(a)=\frac1{2\pi}\int_{-\pi a}^{\pi a}\frac{k^2}{2}\,dk .$$

```lean
/-- Kinetic energy density of one spin species of density `a ≥ 0` in one dimension
(units `ħ = m = 1`): the energy `k²/2` summed over the Fermi sea `|k| ≤ π a`. -/
def kineticDensity (a : ℝ) : ℝ :=
  1 / (2 * π) * ∫ k in (-(π * a))..(π * a), k ^ 2 / 2
```

The contact interaction is the pair potential $g\,\delta(x-x')$. In Hartree–Fock theory it adds $g\,ab$, since only opposite spins meet and their positions are uncorrelated. The function `energy` is thus an energy per length, $E=t(a)+t(b)+g\,ab$.

```lean
/-- Mean-field energy density of the contact gas with spin densities `a`, `b`
and coupling `g`. -/
def energy (g a b : ℝ) : ℝ :=
  kineticDensity a + kineticDensity b + g * (a * b)
```

The coupling at which the behaviour will change is $g_c=\pi^2n/2$, where $n$ is the total density.

```lean
/-- The coupling `π² n / 2` at total density `n`. -/
def criticalCoupling (n : ℝ) : ℝ := π ^ 2 * n / 2
```

A "ground state" here is a pair $a,b\ge0$ with $a+b=n$ whose energy is no higher than that of any other such pair. It is a minimizer over densities, not an eigenstate of a Hamiltonian.

```lean
/-- The spin densities `a`, `b` are nonnegative, add up to `n`, and minimize the
mean-field energy at coupling `g` among all such pairs. -/
structure IsGroundState (n g a b : ℝ) : Prop where
  up_nonneg : 0 ≤ a
  down_nonneg : 0 ≤ b
  total : a + b = n
  minimal : ∀ a' b' : ℝ, 0 ≤ a' → 0 ≤ b' → a' + b' = n →
    energy g a b ≤ energy g a' b'
```

## The energy is linear in $ab$

The integral equals $(\pi a)^3/3$, hence $t(a)=\pi^2a^3/6$. Lean evaluates the integral with `integral_pow` and then cancels one factor of $\pi$.

```lean
/-- The Fermi sea of density `a` has kinetic energy density `π² a³ / 6`. -/
theorem kineticDensity_eq (a : ℝ) : kineticDensity a = π ^ 2 / 6 * a ^ 3 := by
  have h : ∫ k in (-(π * a))..(π * a), k ^ 2 / 2 = (π * a) ^ 3 / 3 := by
    rw [intervalIntegral.integral_div, integral_pow]
    push_cast
    ring
  have hp : π⁻¹ * π = 1 := inv_mul_cancel₀ Real.pi_ne_zero
  rw [kineticDensity, h]
  linear_combination (π ^ 2 * a ^ 3 / 6) * hp
```

With $a+b=n$ we have $a^3+b^3=n^3-3n\,ab$, and therefore

$$E=\frac{\pi^2n^3}{6}+(g-g_c)\,ab .$$

Substituting $n=a+b$ turns this into a polynomial identity, which `ring` checks.

```lean
/-- At fixed total density `n` the mean-field energy is linear in the product of the
spin densities, with slope `g - π² n / 2`. -/
theorem energy_eq {n a b : ℝ} (g : ℝ) (h : a + b = n) :
    energy g a b = π ^ 2 * n ^ 3 / 6 + (g - criticalCoupling n) * (a * b) := by
  subst h
  rw [energy, kineticDensity_eq, kineticDensity_eq, criticalCoupling]
  ring
```

## Below $g_c$: equal densities

If $g<g_c$, the slope is negative and a minimizer makes $ab$ as large as possible. Comparison with $(n/2,n/2)$ gives $ab\ge n^2/4$. Then $(a-b)^2=n^2-4ab\le0$ forces $a=b=n/2$. Conversely, $ab\le n^2/4$ for every competitor, so this pair is a minimizer. The theorem states both directions; `nlinarith` handles the signs of the products.

```lean
/-- For positive density and coupling below `π² n / 2`, the unpolarized gas is the
only ground state. -/
theorem groundState_weak {n g a b : ℝ} (hn : 0 < n) (hg : g < criticalCoupling n) :
    IsGroundState n g a b ↔ a = n / 2 ∧ b = n / 2 := by
  constructor
  · intro h
    have hm := h.minimal (n / 2) (n / 2) (by linarith) (by linarith) (add_halves n)
    rw [energy_eq g h.total, energy_eq g (add_halves n)] at hm
    -- a minimizer must make the product of the densities as large as possible
    have h1 : n / 2 * (n / 2) ≤ a * b := by
      by_contra hc
      have hc' := lt_of_not_ge hc
      nlinarith [mul_pos (sub_pos.2 hg) (sub_pos.2 hc')]
    have h2 : (a - b) ^ 2 = n ^ 2 - 4 * (a * b) := by
      rw [← h.total]
      ring
    have h3 : (a - b) ^ 2 = 0 := le_antisymm (by nlinarith) (sq_nonneg _)
    have h4 : a - b = 0 := (pow_eq_zero_iff two_ne_zero).1 h3
    have h5 := h.total
    constructor <;> linarith
  · rintro ⟨rfl, rfl⟩
    refine ⟨by linarith, by linarith, add_halves n, fun a' b' _ _ hs => ?_⟩
    rw [energy_eq g (add_halves n), energy_eq g hs]
    have h1 : a' * b' ≤ n / 2 * (n / 2) := by
      rw [← hs]
      nlinarith [sq_nonneg (a' - b')]
    nlinarith [mul_nonneg (sub_pos.2 hg).le (sub_nonneg.2 h1)]
```

## Above $g_c$: full polarization

If $g>g_c$, comparison with $(n,0)$ gives $ab\le0$. Since $a,b\ge0$, the product vanishes and one spin species is absent. Conversely, every competitor has $a'b'\ge0$, so both polarized pairs are minimizers.

The sign condition matters here. For $n=1$ the pair $(2,-1)$ has $ab=-2$, and if it were admitted, the formula would put it below the polarized gas.

```lean
/-- For positive density and coupling above `π² n / 2`, the ground states are exactly
the two fully polarized gases. -/
theorem groundState_strong {n g a b : ℝ} (hn : 0 < n) (hg : criticalCoupling n < g) :
    IsGroundState n g a b ↔ (a = n ∧ b = 0) ∨ (a = 0 ∧ b = n) := by
  constructor
  · intro h
    have hm := h.minimal n 0 hn.le le_rfl (add_zero n)
    rw [energy_eq g h.total, energy_eq g (add_zero n)] at hm
    -- a minimizer must make the product of the densities vanish
    have h1 : a * b ≤ 0 := by
      by_contra hc
      have hc' := lt_of_not_ge hc
      nlinarith [mul_pos (sub_pos.2 hg) hc']
    have h2 : a * b = 0 := le_antisymm h1 (mul_nonneg h.up_nonneg h.down_nonneg)
    have h3 := h.total
    rcases mul_eq_zero.1 h2 with h0 | h0
    · exact Or.inr ⟨h0, by linarith⟩
    · exact Or.inl ⟨by linarith, h0⟩
  · intro h
    have ha : 0 ≤ a := by rcases h with h | h <;> linarith [h.1]
    have hb : 0 ≤ b := by rcases h with h | h <;> linarith [h.2]
    have hs : a + b = n := by rcases h with h | h <;> linarith [h.1, h.2]
    have h0 : a * b = 0 := by
      rcases h with h | h
      · rw [h.2, mul_zero]
      · rw [h.1, zero_mul]
    refine ⟨ha, hb, hs, fun a' b' ha' hb' hs' => ?_⟩
    rw [energy_eq g hs, energy_eq g hs', h0]
    nlinarith [mul_nonneg (sub_pos.2 hg).le (mul_nonneg ha' hb')]
```

## At $g_c$: complete degeneracy

The slope is zero, so every admissible pair has the same energy.

```lean
/-- At coupling exactly `π² n / 2`, every pair of nonnegative spin densities with
sum `n` is a ground state, and there are no others. -/
theorem groundState_critical {n a b : ℝ} :
    IsGroundState n (criticalCoupling n) a b ↔ 0 ≤ a ∧ 0 ≤ b ∧ a + b = n := by
  constructor
  · intro h
    exact ⟨h.up_nonneg, h.down_nonneg, h.total⟩
  · rintro ⟨ha, hb, hs⟩
    refine ⟨ha, hb, hs, fun a' b' _ _ hs' => ?_⟩
    rw [energy_eq _ hs, energy_eq _ hs', sub_self, zero_mul, zero_mul]
```

## The jump

Choose any ground state $(a(g),b(g))$ for each $g>0$. The magnetization is taken as $|a-b|$, without sign, because the two polarized states are degenerate. It equals $0$ for $0<g<g_c$ and $n$ for $g>g_c$, which gives the one-sided limits, written with `𝓝[<]` and `𝓝[>]`. The proof replaces the magnetization by these constants near $g_c$; since $g_c>0$, couplings close to it are positive. The choice made at $g_c$ itself plays no role.

```lean
/-- Let `a g`, `b g` be ground-state spin densities for each coupling `g > 0`, at total
density `n > 0`. As `g` approaches `π² n / 2`, the magnetization `|a - b|` tends to `0`
from below and to `n` from above. -/
theorem magnetization_jump {n : ℝ} (hn : 0 < n) (a b : ℝ → ℝ)
    (h : ∀ g, 0 < g → IsGroundState n g (a g) (b g)) :
    Tendsto (fun g => |a g - b g|) (𝓝[<] criticalCoupling n) (𝓝 0) ∧
    Tendsto (fun g => |a g - b g|) (𝓝[>] criticalCoupling n) (𝓝 n) := by
  have hc : 0 < criticalCoupling n := by
    unfold criticalCoupling
    positivity
  constructor
  · refine tendsto_const_nhds.congr' ?_
    filter_upwards [self_mem_nhdsWithin,
      mem_nhdsWithin_of_mem_nhds (Ioi_mem_nhds hc)] with g hg hpos
    obtain ⟨h1, h2⟩ := (groundState_weak hn hg).1 (h g hpos)
    simp [h1, h2]
  · refine tendsto_const_nhds.congr' ?_
    filter_upwards [self_mem_nhdsWithin,
      mem_nhdsWithin_of_mem_nhds (Ioi_mem_nhds hc)] with g hg hpos
    rcases (groundState_strong hn hg).1 (h g hpos) with ⟨h1, h2⟩ | ⟨h1, h2⟩
    · simp [h1, h2, abs_of_pos hn]
    · simp [h1, h2, abs_of_pos hn]
```

## Ground-state energy and the symmetric solution

Inserting $ab=n^2/4$ below $g_c$ and $ab=0$ above it gives

$$E_0=\frac{\pi^2n^3}{6}+\min(g-g_c,0)\,\frac{n^2}{4}.$$

The three cases of the proof are the three regimes above.

Consider a spin-unrestricted Hartree–Fock iteration over these uniform states that fills both spins up to a common Fermi level. When $a=b$, both spins feel the same shift $gn/2$. A run started with equal densities therefore keeps them at every $g$. Above $g_c$ it sits at the energy maximum, $(g-g_c)n^2/4$ above the polarized state.

```lean
/-- At density `n > 0` the ground-state energy density is `π² n³ / 6` plus `n² / 4` times
the smaller of `g - π² n / 2` and zero. -/
theorem groundState_energy {n g a b : ℝ} (hn : 0 < n) (h : IsGroundState n g a b) :
    energy g a b =
      π ^ 2 * n ^ 3 / 6 + min (g - criticalCoupling n) 0 * (n ^ 2 / 4) := by
  rw [energy_eq g h.total]
  rcases lt_trichotomy g (criticalCoupling n) with hg | hg | hg
  · obtain ⟨h1, h2⟩ := (groundState_weak hn hg).1 h
    rw [min_eq_left (by linarith), h1, h2]
    ring
  · rw [hg, sub_self, min_self, zero_mul, zero_mul]
  · rw [min_eq_right (by linarith)]
    rcases (groundState_strong hn hg).1 h with ⟨h1, h2⟩ | ⟨h1, h2⟩
    · rw [h2, mul_zero, mul_zero, zero_mul]
    · rw [h1, zero_mul, mul_zero, zero_mul]

end

end ContactGas
```

```lean
#print axioms ContactGas.groundState_critical
#print axioms ContactGas.magnetization_jump
#print axioms ContactGas.groundState_energy
```

```
'ContactGas.groundState_critical' depends on axioms: [propext, Classical.choice, Quot.sound]
'ContactGas.magnetization_jump' depends on axioms: [propext, Classical.choice, Quot.sound]
'ContactGas.groundState_energy' depends on axioms: [propext, Classical.choice, Quot.sound]
```
